# The oscillator kernel with Maslov phase solves the Schrödinger equation at every time with \(\sin t\neq0\)

Take a harmonic oscillator in its ground state, in units where \(\hbar\), the mass and the angular frequency are 1. The energy is \(1/2\), so after half a period, \(t=\pi\), the state has gained the factor \(e^{-i\pi/2}=-i\). The first excited state has energy \(3/2\) and gains \(e^{-3i\pi/2}=+i\). But its wave function is odd, so \(+i\) times the function is also \(-i\) times its mirror image. Both states come back reflected in the origin, with the same factor \(-i\). A kernel built from the classical action shows the same behaviour, provided that its phase counts the zeros of \(\sin t\) that have been passed.

```lean
import Mathlib

open Filter Topology
open Complex (I)

namespace OscillatorMaslov

noncomputable section
```

## Classical data, phase and Hamiltonian

All positions and times are real. The action of the classical path from \(y\) to \(x\) in time \(t\) is
\[ S(x,y,t)=\frac{(x^2+y^2)\cos t-2xy}{2\sin t}. \]

```lean
/-- Classical action of the unit oscillator from `y` to `x` in time `t`, for `sin t ≠ 0`. -/
def action (x y t : ℝ) : ℝ :=
  ((x ^ 2 + y ^ 2) * Real.cos t - 2 * x * y) / (2 * Real.sin t)
```

The path arrives with momentum \(p=(x\cos t-y)/\sin t\).

```lean
/-- Final momentum of the classical path from `y` to `x` in time `t`, for `sin t ≠ 0`. -/
def momentum (x y t : ℝ) : ℝ := (x * Real.cos t - y) / Real.sin t
```

The modulus of the kernel is \(A(t)=(2\pi|\sin t|)^{-1/2}\).

```lean
/-- Modulus of the propagator, for `sin t ≠ 0`. -/
def amplitude (t : ℝ) : ℝ := 1 / √(2 * Real.pi * |Real.sin t|)
```

The phase is \(M(t)=e^{-i(\pi/2)(m+1/2)}\) with \(m=\lfloor t/\pi\rfloor\). When \(\sin t=0\), all classical paths from \(y\) meet in one point, a caustic, and each caustic passed contributes a factor \(-i\). This rule is put in by definition and is not derived by matching solutions across the caustic.

```lean
/-- Phase `exp(-i (π/2) (m + 1/2))`, where `m` is the floor of `t/π`. -/
def maslovPhase (t : ℝ) : ℂ :=
  Complex.exp (-((Real.pi : ℂ) / 2 * ((⌊t / Real.pi⌋ : ℂ) + 1 / 2)) * I)
```

The kernel is \(K(x,y,t)=M(t)\,A(t)\,e^{iS(x,y,t)}\).

```lean
/-- Mehler kernel in real time with its Maslov phase, for `sin t ≠ 0`. -/
def propagator (x y t : ℝ) : ℂ :=
  maslovPhase t * (amplitude t : ℂ) * Complex.exp (I * (action x y t : ℂ))
```

The Hamiltonian acts on a function of position as \(H\psi=-\tfrac12\psi''+\tfrac12x^2\psi\).

```lean
/-- The oscillator Hamiltonian `-ψ''/2 + x² ψ/2`, evaluated at `x`. -/
def hamiltonian (ψ : ℝ → ℂ) (x : ℝ) : ℂ :=
  -(1 / 2) * deriv (deriv ψ) x + (x : ℂ) ^ 2 / 2 * ψ x
```

## (a) Slope of the action at the end point

Show that
\[ \frac{\partial S}{\partial x}=p. \]

Only the numerator depends on \(x\), so the derivative is \((2x\cos t-2y)/(2\sin t)=(x\cos t-y)/\sin t\).

In Lean, `HasDerivAt f f' x` says that `f` is differentiable at `x` with derivative `f'`. The statements in (a), (e) and (g) do not assume `Real.sin t ≠ 0`. They also hold at caustics, because Lean sets division by zero to zero, but they have no physical content there.

```lean
/-- The derivative of the action with respect to the end point is the final momentum. -/
theorem action_position (x y t : ℝ) :
    HasDerivAt (fun u => action u y t) (momentum x y t) x := by
  have hsq : HasDerivAt (fun u : ℝ => u ^ 2) (2 * x) x := by
    simpa using hasDerivAt_pow 2 x
  have h := (((hsq.add_const (y ^ 2)).mul_const (Real.cos t)).fun_sub
    (((hasDerivAt_id' x).const_mul 2).mul_const y)).div_const (2 * Real.sin t)
  refine h.congr_deriv ?_
  unfold momentum
  ring
```

## (b) Hamilton–Jacobi equation

For \(\sin t\neq0\), show that
\[ \frac{\partial S}{\partial t}=-\left(\frac{p^2}{2}+\frac{x^2}{2}\right). \]

The quotient rule and \(\sin^2t+\cos^2t=1\) give
\[ \frac{\partial S}{\partial t}=\frac{-(x^2+y^2)\sin^2t-(x^2+y^2)\cos^2t+2xy\cos t}{2\sin^2t}=-\frac{x^2+y^2-2xy\cos t}{2\sin^2t}. \]
On the other side,
\[ p^2+x^2=\frac{(x\cos t-y)^2+x^2\sin^2t}{\sin^2t}=\frac{x^2+y^2-2xy\cos t}{\sin^2t}. \]

The proof clears the denominator. Its `linear_combination` then uses the same two facts: `hp`, which is \(p\sin t=x\cos t-y\), and the Pythagorean identity.

```lean
/-- Hamilton-Jacobi equation: the time derivative of the action is minus the energy. -/
theorem hamilton_jacobi (x y t : ℝ) (hs : Real.sin t ≠ 0) :
    HasDerivAt (fun u => action x y u) (-(momentum x y t ^ 2 / 2 + x ^ 2 / 2)) t := by
  have h2 : 2 * Real.sin t ≠ 0 := mul_ne_zero two_ne_zero hs
  have h := (((Real.hasDerivAt_cos t).const_mul (x ^ 2 + y ^ 2)).sub_const
    (2 * x * y)).fun_div ((Real.hasDerivAt_sin t).const_mul 2) h2
  have hp : momentum x y t * Real.sin t = x * Real.cos t - y := div_mul_cancel₀ _ hs
  refine h.congr_deriv ?_
  rw [div_eq_iff (pow_ne_zero 2 h2)]
  linear_combination 2 * (momentum x y t * Real.sin t + x * Real.cos t - y) * hp
    - 2 * y ^ 2 * Real.sin_sq_add_cos_sq t
```

## (c) Rate of change of the amplitude

For \(\sin t\neq0\), show that
\[ A'(t)=-\tfrac12\cot t\;A(t). \]

Take the logarithm: \(\log A=-\tfrac12(\log 2\pi+\log|\sin t|)\). The derivative of \(\log|\sin t|\) is \(\cot t\) for either sign of the sine, and \(A'=A\,(\log A)'\).

The step `key` is this formula in exponential form, where `Real.log` stands for \(\log|\cdot|\). It holds at all times near \(t\), which is enough to carry the derivative over to `amplitude`.

```lean
/-- Away from `sin t = 0` the amplitude has logarithmic derivative `-cot(t)/2`. -/
theorem amplitude_time (t : ℝ) (hs : Real.sin t ≠ 0) :
    HasDerivAt amplitude (-(Real.cos t / Real.sin t) / 2 * amplitude t) t := by
  -- the logarithm removes the absolute value
  have key : ∀ u, Real.sin u ≠ 0 → amplitude u =
      Real.exp (-((Real.log (2 * Real.pi) + Real.log (Real.sin u)) / 2)) := by
    intro u hu
    have h2 : (0 : ℝ) < 2 * Real.pi := by positivity
    rw [Real.exp_neg, Real.exp_half, Real.exp_add, Real.exp_log h2,
      ← Real.log_abs (Real.sin u), Real.exp_log (abs_pos.2 hu), amplitude, one_div]
  have h := ((((Real.hasDerivAt_sin t).log hs).const_add
    (Real.log (2 * Real.pi))).div_const 2).fun_neg.exp
  have he : amplitude =ᶠ[𝓝 t] fun u =>
      Real.exp (-((Real.log (2 * Real.pi) + Real.log (Real.sin u)) / 2)) := by
    filter_upwards [Real.continuous_sin.continuousAt.eventually_ne hs] with u hu
    exact key u hu
  refine (h.congr_of_eventuallyEq he).congr_deriv ?_
  rw [key t hs]
  ring
```

## (d) Phase between caustics

For \(\sin t\neq0\), show that
\[ M(u)=M(t)\quad\text{for all }u\text{ sufficiently near }t. \]

With \(m=\lfloor t/\pi\rfloor\) we have \(m\pi\le t<(m+1)\pi\). Equality on the left would give \(\sin t=0\), so \(t\) lies inside the open interval. For every \(u\) in that interval, \(u/\pi\) has the same integer part \(m\), hence the phase is the same.

The two strict inequalities are `h1` and `h2`, and `∀ᶠ u in 𝓝 t` means "for all \(u\) near \(t\)".

```lean
/-- The Maslov phase is constant near every time with `sin t ≠ 0`. -/
theorem maslovPhase_locally_constant (t : ℝ) (hs : Real.sin t ≠ 0) :
    ∀ᶠ u in 𝓝 t, maslovPhase u = maslovPhase t := by
  have hpi := Real.pi_pos
  have h1 : (⌊t / Real.pi⌋ : ℝ) * Real.pi < t := by
    refine lt_of_le_of_ne ((le_div_iff₀ hpi).1 (Int.floor_le _)) fun h => hs ?_
    rw [← h]
    exact Real.sin_int_mul_pi _
  have h2 : t < ((⌊t / Real.pi⌋ : ℝ) + 1) * Real.pi :=
    (div_lt_iff₀ hpi).1 (Int.lt_floor_add_one _)
  filter_upwards [Ioo_mem_nhds h1 h2] with u hu
  have hf : ⌊u / Real.pi⌋ = ⌊t / Real.pi⌋ :=
    Int.floor_eq_iff.2 ⟨(le_div_iff₀ hpi).2 hu.1.le, (div_lt_iff₀ hpi).2 hu.2⟩
  simp only [maslovPhase, hf]
```

## (e) Hamiltonian acting on the kernel

Show that
\[ HK=\left(\frac{p^2+x^2}{2}-\frac i2\cot t\right)K. \]

By (a), \(K_x=ipK\). Since \(p_x=\cot t\), a second derivative gives
\[ K_{xx}=i\cot t\,K+(ip)^2K=(i\cot t-p^2)K. \]
Insert this in \(-\tfrac12K_{xx}+\tfrac12x^2K\).

In the code, `h1` is the first derivative at every position, `hp` is \(p_x\), and `h2` is the second derivative. The last line uses \(i^2=-1\).

```lean
/-- Action of the Hamiltonian on the propagator, in terms of the classical momentum. -/
theorem hamiltonian_propagator (x y t : ℝ) :
    hamiltonian (fun v => propagator v y t) x =
      (((momentum x y t : ℂ) ^ 2 + (x : ℂ) ^ 2) / 2
        - I * ((Real.cos t / Real.sin t : ℝ) : ℂ) / 2) * propagator x y t := by
  have h1 : ∀ v, HasDerivAt (fun v => propagator v y t)
      (I * (momentum v y t : ℂ) * propagator v y t) v := by
    intro v
    have h := ((action_position v y t).ofReal_comp.const_mul I).cexp.const_mul
      (maslovPhase t * (amplitude t : ℂ))
    refine h.congr_deriv ?_
    unfold propagator
    ring
  have hp : HasDerivAt (fun v => momentum v y t) (Real.cos t / Real.sin t) x :=
    ((((hasDerivAt_id' x).mul_const (Real.cos t)).sub_const y).div_const
      (Real.sin t)).congr_deriv (by ring)
  have hd : deriv (fun v => propagator v y t) =
      fun v => I * (momentum v y t : ℂ) * propagator v y t := funext fun v => (h1 v).deriv
  have h2 := ((hp.ofReal_comp.const_mul I).fun_mul (h1 x)).deriv
  unfold hamiltonian
  rw [hd, h2]
  linear_combination (-(1 / 2) * (momentum x y t : ℂ) ^ 2 * propagator x y t) * Complex.I_sq
```

## (f) Schrödinger equation

For \(\sin t\neq0\), show that
\[ K_t=-iHK. \]

By (d) the phase does not contribute to the derivative. With (b) and (c),
\[ K_t=\left(\frac{A'}{A}+i\frac{\partial S}{\partial t}\right)K=\left(-\tfrac12\cot t-i\,\frac{p^2+x^2}{2}\right)K, \]
which is \(-i\) times the result of (e).

The theorem asserts differentiability in time as well as the value of the derivative. It holds in every interval between caustics, at negative times too. For \(0<t<\pi\), \(K\) is the Mehler kernel in real time, \(e^{-i\pi/4}(2\pi\sin t)^{-1/2}e^{iS}\). The limit \(K\to\delta(x-y)\) as \(t\to0^+\), which identifies \(K\) as the evolution kernel for \(0<t<\pi\), is a separate statement and is not proved here.

For this one-dimensional harmonic oscillator, the semiclassical form of amplitude times \(e^{iS}\) satisfies the Schrödinger equation without a remainder. Together with the limit above, this means that an initial state \(\psi_0\) evolves into \(\int K(x,y,t)\,\psi_0(y)\,dy\) for \(0<t<\pi\), which is an exact reference for testing real-time propagation codes on the oscillator.

```lean
/-- The propagator solves the Schrödinger equation `K_t = -i H K` whenever `sin t ≠ 0`. -/
theorem propagator_schrodinger (x y t : ℝ) (hs : Real.sin t ≠ 0) :
    HasDerivAt (fun u => propagator x y u)
      (-I * hamiltonian (fun v => propagator v y t) x) t := by
  have he : (fun u => propagator x y u) =ᶠ[𝓝 t] fun u =>
      maslovPhase t * (amplitude u : ℂ) * Complex.exp (I * (action x y u : ℂ)) := by
    filter_upwards [maslovPhase_locally_constant t hs] with u hu
    simp only [propagator, hu]
  have h := ((amplitude_time t hs).ofReal_comp.const_mul (maslovPhase t)).fun_mul
    ((hamilton_jacobi x y t hs).ofReal_comp.const_mul I).cexp
  refine (h.congr_of_eventuallyEq he).congr_deriv ?_
  rw [hamiltonian_propagator]
  simp only [propagator, Complex.ofReal_mul, Complex.ofReal_neg, Complex.ofReal_add,
    Complex.ofReal_div, Complex.ofReal_pow, Complex.ofReal_ofNat]
  linear_combination (-(((Real.cos t : ℝ) : ℂ) / ((Real.sin t : ℝ) : ℂ)) / 2 *
    (maslovPhase t * (amplitude t : ℂ) * Complex.exp (I * (action x y t : ℂ)))) * Complex.I_sq
```

## (g) Kernel after half a period

Show that
\[ K(x,y,t+\pi)=-i\,K(x,-y,t). \]

Sine and cosine both change sign, so
\[ S(x,y,t+\pi)=\frac{-(x^2+y^2)\cos t-2xy}{-2\sin t}=S(x,-y,t). \]
The amplitude contains only \(|\sin t|\) and is unchanged. The integer part of \(t/\pi\) grows by one, which multiplies \(M\) by \(e^{-i\pi/2}=-i\). Two such steps give \(K(x,y,t+2\pi)=-K(x,y,t)\).

The three observations are `hS`, `hA` and `hM`.

The prefactor is often written as \(1/\sqrt{2\pi i\sin t}\). With the principal square root this agrees with \(M(t)A(t)\) for \(0<t<\pi\), but has the wrong sign in the next two intervals, \(\pi<t<2\pi\) and \(2\pi<t<3\pi\). The sign can be put right by counting caustics, as \(M\) does, or by following the root continuously along the times \(t-i\varepsilon\) with small \(\varepsilon>0\), which pass each zero on the side that gives the factor \(-i\).

```lean
/-- Half a period later the propagator is `-i` times the one from the reflected point. -/
theorem propagator_half_period (x y t : ℝ) :
    propagator x y (t + Real.pi) = -I * propagator x (-y) t := by
  have hS : action x y (t + Real.pi) = action x (-y) t := by
    unfold action
    rw [Real.sin_add_pi, Real.cos_add_pi, mul_neg (2 : ℝ), div_neg]
    ring
  have hA : amplitude (t + Real.pi) = amplitude t := by
    simp only [amplitude, Real.sin_add_pi, abs_neg]
  have hq : Complex.exp (-((Real.pi : ℂ) / 2) * I) = -I := by
    rw [Complex.exp_mul_I]
    simp
  -- the integer part of t/π grows by one
  have hM : maslovPhase (t + Real.pi) = -I * maslovPhase t := by
    unfold maslovPhase
    rw [add_div, div_self Real.pi_ne_zero, Int.floor_add_one, ← hq, ← Complex.exp_add]
    congr 1
    push_cast
    ring
  rw [propagator, hS, hA, hM, propagator]
  ring
```

## (h) Phase of one level

For \(n=0,1,2,\dots\), show that
\[ e^{-i(n+1/2)\pi}=-i\,(-1)^n. \]

Split the exponential into \(e^{-i\pi/2}=-i\) and \((e^{-i\pi})^n=(-1)^n\). These are `hq` and `hp`.

```lean
/-- The energy phase of level `n` over half a period is `-i` times the parity `(-1)^n`. -/
theorem level_phase (n : ℕ) :
    Complex.exp (-((n : ℂ) + 1 / 2) * (Real.pi : ℂ) * I) = -I * (-1) ^ n := by
  have hq : Complex.exp (-((Real.pi : ℂ) / 2) * I) = -I := by
    rw [Complex.exp_mul_I]
    simp
  have hp : Complex.exp (-((Real.pi : ℂ) * I)) = -1 := by
    rw [Complex.exp_neg, Complex.exp_pi_mul_I]
    norm_num
  rw [← hq, ← hp, ← Complex.exp_nat_mul, ← Complex.exp_add]
  congr 1
  ring
```

## (i) Parity of the Hermite functions

Let \(\varphi_n(x)=\mathrm{He}_n(\sqrt2\,x)\,e^{-x^2/2}\), where the polynomials satisfy \(\mathrm{He}_0=1\) and \(\mathrm{He}_{n+1}(z)=z\,\mathrm{He}_n(z)-\mathrm{He}_n'(z)\). The normalised function is \(\varphi_n/(\pi^{1/4}\sqrt{n!})\).

```lean
/-- Unnormalised Hermite function `He_n(√2 x) exp(-x²/2)`. -/
def mode (n : ℕ) (x : ℝ) : ℝ :=
  Polynomial.aeval (√2 * x) (Polynomial.hermite n) * Real.exp (-x ^ 2 / 2)
```

Show that
\[ \varphi_n(-x)=(-1)^n\varphi_n(x). \]

The Gaussian is even, so the polynomial decides. For \(n=0\) it is constant. Suppose that \(\mathrm{He}_n(-z)=(-1)^n\mathrm{He}_n(z)\). Differentiating gives \(-\mathrm{He}_n'(-z)=(-1)^n\mathrm{He}_n'(z)\), and therefore
\[ \mathrm{He}_{n+1}(-z)=-z\,\mathrm{He}_n(-z)-\mathrm{He}_n'(-z)=(-1)^{n+1}\mathrm{He}_{n+1}(z). \]

Lean runs this induction on polynomials in `h`, with `hd` as the differentiated hypothesis, and then evaluates at \(\sqrt2\,x\) in `e`.

```lean
/-- The Hermite function of index `n` has parity `(-1)^n`. -/
theorem mode_parity (n : ℕ) (x : ℝ) : mode n (-x) = (-1) ^ n * mode n x := by
  have h : (Polynomial.hermite n).comp (-Polynomial.X) =
      Polynomial.C ((-1) ^ n) * Polynomial.hermite n := by
    induction n with
    | zero => simp
    | succ n ih =>
      have hd : Polynomial.derivative ((Polynomial.hermite n).comp (-Polynomial.X)) =
          Polynomial.derivative (Polynomial.C ((-1) ^ n) * Polynomial.hermite n) := by rw [ih]
      rw [Polynomial.derivative_comp, Polynomial.derivative_C_mul, Polynomial.derivative_neg,
        Polynomial.derivative_X] at hd
      rw [Polynomial.hermite_succ, Polynomial.sub_comp, Polynomial.mul_comp,
        Polynomial.X_comp, ih, pow_succ, Polynomial.C_mul, Polynomial.C_neg, Polynomial.C_1]
      linear_combination hd
  have e : Polynomial.aeval (-(√2 * x)) (Polynomial.hermite n) =
      (-1) ^ n * Polynomial.aeval (√2 * x) (Polynomial.hermite n) := by
    simpa [Polynomial.aeval_comp] using congrArg (Polynomial.aeval (√2 * x)) h
  unfold mode
  rw [mul_neg, e, neg_sq]
  ring
```

## (j) Superpositions after half a period

For a finite set \(s\) of levels and complex coefficients \(c_n\), let
\[ \psi(x,t)=\sum_{n\in s}c_n\,e^{-i(n+1/2)t}\,\varphi_n(x). \]
The oscillator energies \(n+1/2\) enter through this definition.

```lean
/-- A finite superposition of Hermite functions with phases `exp(-i(n+1/2)t)`. -/
def packet (s : Finset ℕ) (c : ℕ → ℂ) (x t : ℝ) : ℂ :=
  ∑ n ∈ s, c n * Complex.exp (-((n : ℂ) + 1 / 2) * (t : ℂ) * I) * (mode n x : ℂ)
```

Show that
\[ \psi(x,t+\pi)=-i\,\psi(-x,t). \]

By (h), the term with index \(n\) gains the factor \(-i(-1)^n\). By (i), \((-1)^n\varphi_n(x)=\varphi_n(-x)\). What remains is \(-i\), the same for every term, so it comes out of the sum. It agrees with the factor for the kernel in (g), which came from the caustic rule in \(M\).

The proof compares the sums term by term, and `hsplit` separates the phase gained during the half period.

This gives a simple check of a split-operator program for the harmonic oscillator: on a grid symmetric about \(x=0\), propagation by \(\pi\) should reverse the array and multiply it by \(-i\), up to grid and time-step error. A comparison of densities alone would miss an error in the phase of this factor.

```lean
/-- After half a period every such packet is its mirror image times `-i`. -/
theorem packet_half_period (s : Finset ℕ) (c : ℕ → ℂ) (x t : ℝ) :
    packet s c x (t + Real.pi) = -I * packet s c (-x) t := by
  unfold packet
  rw [Finset.mul_sum]
  refine Finset.sum_congr rfl fun n _ => ?_
  have hsplit : -((n : ℂ) + 1 / 2) * ((t + Real.pi : ℝ) : ℂ) * I =
      -((n : ℂ) + 1 / 2) * (t : ℂ) * I + -((n : ℂ) + 1 / 2) * (Real.pi : ℂ) * I := by
    push_cast
    ring
  rw [hsplit, Complex.exp_add, level_phase, mode_parity]
  push_cast
  ring

end

end OscillatorMaslov
```

```lean
#print axioms OscillatorMaslov.maslovPhase_locally_constant
-- 'OscillatorMaslov.maslovPhase_locally_constant' depends on axioms: [propext, Classical.choice, Quot.sound]
#print axioms OscillatorMaslov.propagator_schrodinger
-- 'OscillatorMaslov.propagator_schrodinger' depends on axioms: [propext, Classical.choice, Quot.sound]
#print axioms OscillatorMaslov.propagator_half_period
-- 'OscillatorMaslov.propagator_half_period' depends on axioms: [propext, Classical.choice, Quot.sound]
#print axioms OscillatorMaslov.packet_half_period
-- 'OscillatorMaslov.packet_half_period' depends on axioms: [propext, Classical.choice, Quot.sound]
```
